# Nine anticommuting Pauli strings of weight two on four qubits: eight encode four fermionic modes, the ninth is their total parity

To store four fermionic modes in four qubits, one needs operators that anticommute, although operators on different qubits commute. Here the ternary tree that supplies them is modelled as an explicit list of nine Pauli strings, each a concrete $16\times16$ complex matrix.

```lean
import Mathlib

open Matrix
open scoped Kronecker
open Complex (I)

namespace TernaryTreeFourQubits

noncomputable section

/-- Operators on four qubits, as complex matrices in the computational basis. -/
abbrev Op := Matrix (Fin 2 × Fin 2 × Fin 2 × Fin 2) (Fin 2 × Fin 2 × Fin 2 × Fin 2) ℂ

/-- The Pauli matrix X. -/
def X : Matrix (Fin 2) (Fin 2) ℂ := !![0, 1; 1, 0]

/-- The Pauli matrix Y. -/
def Y : Matrix (Fin 2) (Fin 2) ℂ := !![0, -I; I, 0]

/-- The Pauli matrix Z. -/
def Z : Matrix (Fin 2) (Fin 2) ℂ := !![1, 0; 0, -1]

/-- The four-qubit operator that acts with one given matrix on each qubit. -/
def str (a b c d : Matrix (Fin 2) (Fin 2) ℂ) : Op := a ⊗ₖ (b ⊗ₖ (c ⊗ₖ d))

/-- The nine strings of the ternary tree: the first qubit is the root, and its letter
X, Y or Z selects which of the other three qubits carries the second letter. -/
def γ : Fin 9 → Op :=
  ![str X X 1 1, str X Y 1 1, str X Z 1 1,
    str Y 1 X 1, str Y 1 Y 1, str Y 1 Z 1,
    str Z 1 1 X, str Z 1 1 Y, str Z 1 1 Z]

/-- The annihilation operator of mode `j`, built from the strings numbered `2j` and `2j+1`
(counting from zero). -/
def annihilate (j : Fin 4) : Op :=
  (1 / 2 : ℂ) • (γ ⟨2 * j.val, by have := j.isLt; omega⟩
    + I • γ ⟨2 * j.val + 1, by have := j.isLt; omega⟩)

/-- The parity of mode `j`: one minus twice its number operator. -/
def modeParity (j : Fin 4) : Op :=
  1 - (2 : ℂ) • ((annihilate j)ᴴ * annihilate j)

/-- The multiplication table of the Pauli matrices, and their Hermiticity. -/
theorem pauli_table :
    X * X = 1 ∧ Y * Y = 1 ∧ Z * Z = 1 ∧
    X * Y = I • Z ∧ Y * Z = I • X ∧ Z * X = I • Y ∧
    Y * X = -(I • Z) ∧ Z * Y = -(I • X) ∧ X * Z = -(I • Y) ∧
    Xᴴ = X ∧ Yᴴ = Y ∧ Zᴴ = Z := by
  refine ⟨?_, ?_, ?_, ?_, ?_, ?_, ?_, ?_, ?_, ?_, ?_, ?_⟩ <;> ext i j <;>
    fin_cases i <;> fin_cases j <;> simp [X, Y, Z]

/-- Strings multiply qubit by qubit. -/
theorem str_mul (a b c d a' b' c' d' : Matrix (Fin 2) (Fin 2) ℂ) :
    str a b c d * str a' b' c' d' = str (a * a') (b * b') (c * c') (d * d') := by
  simp only [str, Matrix.mul_kronecker_mul]

/-- A scalar factor on any one qubit is a scalar factor of the whole string. -/
theorem str_smul (z : ℂ) (a b c d : Matrix (Fin 2) (Fin 2) ℂ) :
    str (z • a) b c d = z • str a b c d ∧ str a (z • b) c d = z • str a b c d ∧
    str a b (z • c) d = z • str a b c d ∧ str a b c (z • d) = z • str a b c d := by
  refine ⟨?_, ?_, ?_, ?_⟩ <;> ext i j <;>
    simp only [str, Matrix.kroneckerMap_apply, Matrix.smul_apply, smul_eq_mul] <;> ring

/-- A minus sign on any one qubit is a minus sign of the whole string. -/
theorem str_neg (a b c d : Matrix (Fin 2) (Fin 2) ℂ) :
    str (-a) b c d = -str a b c d ∧ str a (-b) c d = -str a b c d ∧
    str a b (-c) d = -str a b c d ∧ str a b c (-d) = -str a b c d := by
  refine ⟨?_, ?_, ?_, ?_⟩ <;> ext i j <;>
    simp only [str, Matrix.kroneckerMap_apply, Matrix.neg_apply] <;> ring

/-- Each of the nine strings is Hermitian and squares to the identity. -/
theorem tree_involution (i : Fin 9) : (γ i)ᴴ = γ i ∧ γ i * γ i = 1 := by
  have h1 : str 1 1 1 1 = 1 := by simp [str]
  constructor
  · fin_cases i <;> simp [γ, str, Matrix.conjTranspose_kronecker, pauli_table]
  · fin_cases i <;> simp [γ, str_mul, pauli_table, h1]

/-- Any two different strings of the tree anticommute. -/
theorem tree_anticomm (i j : Fin 9) : i ≠ j → γ i * γ j = -(γ j * γ i) := by
  fin_cases i <;> fin_cases j <;> simp [γ, str_mul, pauli_table, str_smul, str_neg]

/-- The product of the nine strings, in the listed order, is the identity. -/
theorem tree_prod : γ 0 * γ 1 * γ 2 * γ 3 * γ 4 * γ 5 * γ 6 * γ 7 * γ 8 = 1 := by
  have h1 : str 1 1 1 1 = 1 := by simp [str]
  simp [γ, str_mul, pauli_table, str_smul, str_neg, smul_smul, h1]

/-- The tree encodes four fermionic modes: the annihilation operators and their adjoints
satisfy the canonical anticommutation relations. -/
theorem canonical_anticommutation (j k : Fin 4) :
    annihilate j * annihilate k + annihilate k * annihilate j = 0 ∧
    annihilate j * (annihilate k)ᴴ + (annihilate k)ᴴ * annihilate j
      = if j = k then 1 else 0 := by
  have hI := Complex.I_mul_I
  have hγ : ∀ i, (γ i)ᴴ = γ i := fun i => (tree_involution i).1
  -- the Majorana relations in one formula
  have cl : ∀ i l : Fin 9,
      γ i * γ l + γ l * γ i = (if i = l then (2 : ℂ) else 0) • (1 : Op) := by
    intro i l
    split_ifs with h
    · subst h
      rw [(tree_involution i).2]
      module
    · rw [tree_anticomm i l h]
      simp
  have hd : (annihilate k)ᴴ = (1 / 2 : ℂ) • (γ ⟨2 * k.val, by have := k.isLt; omega⟩
      - I • γ ⟨2 * k.val + 1, by have := k.isLt; omega⟩) := by
    simp [annihilate, hγ, sub_eq_add_neg]
  have hδ : (if j = k then (1 : Op) else 0)
      = ((if j = k then (2 : ℂ) else 0) / 2) • (1 : Op) := by
    split_ifs <;> simp
  rw [hd, hδ]
  unfold annihilate
  have hpr := cl ⟨2 * j.val, by have := j.isLt; omega⟩ ⟨2 * k.val, by have := k.isLt; omega⟩
  have hqs := cl ⟨2 * j.val + 1, by have := j.isLt; omega⟩
    ⟨2 * k.val + 1, by have := k.isLt; omega⟩
  have hps := cl ⟨2 * j.val, by have := j.isLt; omega⟩
    ⟨2 * k.val + 1, by have := k.isLt; omega⟩
  have hqr := cl ⟨2 * j.val + 1, by have := j.isLt; omega⟩
    ⟨2 * k.val, by have := k.isLt; omega⟩
  rw [if_neg (by simp only [Fin.mk.injEq]; omega), zero_smul] at hps hqr
  have e1 : ((⟨2 * j.val, by have := j.isLt; omega⟩ : Fin 9)
      = ⟨2 * k.val, by have := k.isLt; omega⟩) ↔ j = k := by
    simp only [Fin.ext_iff]; omega
  have e2 : ((⟨2 * j.val + 1, by have := j.isLt; omega⟩ : Fin 9)
      = ⟨2 * k.val + 1, by have := k.isLt; omega⟩) ↔ j = k := by
    simp only [Fin.ext_iff]; omega
  simp only [e1] at hpr
  simp only [e2] at hqs
  generalize (if j = k then (2 : ℂ) else 0) = δ at *
  generalize γ ⟨2 * j.val, _⟩ = p at *
  generalize γ ⟨2 * j.val + 1, _⟩ = q at *
  generalize γ ⟨2 * k.val, _⟩ = r at *
  generalize γ ⟨2 * k.val + 1, _⟩ = s at *
  -- expand, then insert the four anticommutators
  simp only [smul_mul_assoc, mul_smul_comm, mul_add, add_mul, mul_sub, sub_mul]
  constructor
  · linear_combination (norm := module) (1 / 4 : ℂ) • hpr + (I / 4) • hps + (I / 4) • hqr
      - (1 / 4 : ℂ) • hqs + (1 / 4 : ℂ) • (hI • (q * s + s * q))
  · linear_combination (norm := module) (1 / 4 : ℂ) • hpr - (I / 4) • hps + (I / 4) • hqr
      + (1 / 4 : ℂ) • hqs - (1 / 4 : ℂ) • (hI • (q * s + s * q))

/-- The total fermion parity of the four modes is the ninth string, ZIIZ. -/
theorem total_parity :
    modeParity 0 * modeParity 1 * modeParity 2 * modeParity 3 = str Z 1 1 Z := by
  have hI := Complex.I_mul_I
  have hγ : ∀ i, (γ i)ᴴ = γ i := fun i => (tree_involution i).1
  -- each mode parity is -i times a product of two strings
  have h : ∀ j : Fin 4, modeParity j = (-I) • (γ ⟨2 * j.val, by have := j.isLt; omega⟩
      * γ ⟨2 * j.val + 1, by have := j.isLt; omega⟩) := by
    intro j
    have hd : (annihilate j)ᴴ = (1 / 2 : ℂ) • (γ ⟨2 * j.val, by have := j.isLt; omega⟩
        - I • γ ⟨2 * j.val + 1, by have := j.isLt; omega⟩) := by
      simp [annihilate, hγ, sub_eq_add_neg]
    have hp := (tree_involution ⟨2 * j.val, by have := j.isLt; omega⟩).2
    have hq := (tree_involution ⟨2 * j.val + 1, by have := j.isLt; omega⟩).2
    have hpq := tree_anticomm ⟨2 * j.val, by have := j.isLt; omega⟩
      ⟨2 * j.val + 1, by have := j.isLt; omega⟩ (by simp)
    rw [modeParity, hd, annihilate]
    generalize γ ⟨2 * j.val, _⟩ = p at *
    generalize γ ⟨2 * j.val + 1, _⟩ = q at *
    simp only [smul_mul_assoc, mul_smul_comm, mul_add, sub_mul]
    linear_combination (norm := module) (-1 / 2 : ℂ) • hp + (I / 2) • hpq
      - (1 / 2 : ℂ) • hq + (1 / 2 : ℂ) • (hI • (q * q))
  have h0 : modeParity 0 = (-I) • (γ 0 * γ 1) := h 0
  have h1 : modeParity 1 = (-I) • (γ 2 * γ 3) := h 1
  have h2 : modeParity 2 = (-I) • (γ 4 * γ 5) := h 2
  have h3 : modeParity 3 = (-I) • (γ 6 * γ 7) := h 3
  rw [h0, h1, h2, h3]
  simp [γ, str_mul, pauli_table, str_smul, smul_smul]

/-- The family is maximal: an operator on the four qubits that anticommutes with all nine
strings is zero. -/
theorem tree_maximal (M : Op) (h : ∀ i, M * γ i = -(γ i * M)) : M = 0 := by
  have h' : ∀ (A : Op) (i : Fin 9), A * M * γ i = -(A * γ i * M) := by
    intro A i
    rw [mul_assoc, h, mul_neg, mul_assoc]
  -- passing all nine strings costs nine signs
  have key : M * (γ 0 * γ 1 * γ 2 * γ 3 * γ 4 * γ 5 * γ 6 * γ 7 * γ 8)
      = -(γ 0 * γ 1 * γ 2 * γ 3 * γ 4 * γ 5 * γ 6 * γ 7 * γ 8 * M) := by
    simp only [← mul_assoc, h, h', neg_mul, neg_neg]
  rw [tree_prod, mul_one, one_mul] at key
  linear_combination (norm := module) (1 / 2 : ℂ) • key

end

end TernaryTreeFourQubits
```

```lean
#print axioms TernaryTreeFourQubits.canonical_anticommutation
-- 'TernaryTreeFourQubits.canonical_anticommutation' depends on axioms: [propext, Classical.choice, Quot.sound]
#print axioms TernaryTreeFourQubits.total_parity
-- 'TernaryTreeFourQubits.total_parity' depends on axioms: [propext, Classical.choice, Quot.sound]
#print axioms TernaryTreeFourQubits.tree_maximal
-- 'TernaryTreeFourQubits.tree_maximal' depends on axioms: [propext, Classical.choice, Quot.sound]
```

## Strings, modes and parities as matrices

The type `Op` holds complex matrices whose rows and columns are labelled by four bits, one per qubit. `str a b c d` is the Kronecker product $a\otimes b\otimes c\otimes d$, with the first qubit on the left. The letter I has two meanings. In the string names, such as XXII, the letter I is the identity on a qubit, which Lean writes as `1`. In the code, `I` is the imaginary unit, written $i$ below. As a subscript, $i$ is an ordinary index.

The list `γ` is numbered from zero:

$$
\begin{aligned}
\gamma_0,\gamma_1,\gamma_2&=XXII,\;XYII,\;XZII,\\
\gamma_3,\gamma_4,\gamma_5&=YIXI,\;YIYI,\;YIZI,\\
\gamma_6,\gamma_7,\gamma_8&=ZIIX,\;ZIIY,\;ZIIZ.
\end{aligned}
$$

The first qubit is the root of the tree. Its letter chooses a branch, that is, one of the other three qubits, and the second letter sits there. The tree itself is not a separate Lean object; only its nine root-to-leaf paths appear.

The strings play the part of Majorana operators, normalised so that each squares to 1. For $j=0,1,2,3$, the annihilation operator `annihilate j` and the mode parity `modeParity j` are

$$
a_j=\tfrac12(\gamma_{2j}+i\gamma_{2j+1}),\qquad P_j=1-2a_j^\dagger a_j ,
$$

where the dagger is the conjugate transpose, `ᴴ` in Lean. On an empty mode $P_j$ is $+1$, and on a filled one it is $-1$.

The theorems then say the following.

- `tree_involution`: every $\gamma_i$ is Hermitian and $\gamma_i^2=1$.
- `tree_anticomm`: $\gamma_i\gamma_j=-\gamma_j\gamma_i$ whenever $i\neq j$.
- `tree_prod`: $\gamma_0\gamma_1\cdots\gamma_8=1$, with no leftover phase.
- `canonical_anticommutation`: $\{a_j,a_k\}=0$ and $\{a_j,a_k^\dagger\}=\delta_{jk}$, where $\{A,B\}=AB+BA$.
- `total_parity`: $P_0P_1P_2P_3=ZIIZ$.
- `tree_maximal`: a matrix $M$ that anticommutes with all nine strings is zero. $M$ need not be Hermitian or a Pauli string.

## What the encoding means for fermions

Electronic-structure Hamiltonians are written in creation and annihilation operators, and a quantum computer acts on qubits. The result gives a dictionary between the two for four modes, in which every Majorana operator touches only two qubits. In the Jordan–Wigner encoding of the same four modes, the Majorana operators of the last mode touch all four. This does not make every product of them lighter: the parity of mode 1, worked out in the last section, acts on three qubits here and on one in Jordan–Wigner.

Eight strings build the modes. The ninth measures whether the total number of fermions is even or odd, so this global quantity can be read from the first and last qubits alone.

The theorems concern this one tree and say nothing about larger ones. To apply the encoding to a molecule, one also chooses four orthonormal spin orbitals, computes the coefficients of the Hamiltonian in them, and identifies their Fock space with the 16-dimensional qubit space, with the empty state matched to a qubit state.

## Signs and phases from the Pauli table

The whole argument starts from $X^2=Y^2=Z^2=1$, $XY=iZ$, $YZ=iX$, $ZX=iY$, and the opposite signs for the reversed products. `pauli_table` checks these relations, and the Hermiticity of the three matrices, entry by entry. `str_mul` says that strings multiply qubit by qubit, while `str_smul` and `str_neg` move a scalar or a sign from any qubit to the front.

**Squares and Hermiticity.** Each letter squares to the identity and is Hermitian, so the same holds for each string. Lean goes through the nine cases with `fin_cases`.

**Anticommutation.** Two Pauli strings anticommute when they carry different non-identity letters on an odd number of qubits. Two different strings on the same branch share the root letter and differ on the second qubit of that branch, which gives one sign. Strings on different branches differ at the root, and on every other qubit at least one of them has the identity, which again gives one sign. Lean instead runs through all 81 pairs and simplifies each with the table.

**The ordered product.** Within the first branch,

$$
\gamma_0\gamma_1\gamma_2=X^3\otimes XYZ\otimes I\otimes I=i\,XIII,
$$

because $XYZ=i$. The other branches give $\gamma_3\gamma_4\gamma_5=i\,YIII$ and $\gamma_6\gamma_7\gamma_8=i\,ZIII$. The full product is therefore $i^3\,XYZ=i^3\cdot i=1$ on the root qubit, with the identity elsewhere. In `tree_prod` a single `simp` call does the same multiplication.

## From Majorana operators to fermions

Write $p=\gamma_{2j}$, $q=\gamma_{2j+1}$, $r=\gamma_{2k}$ and $s=\gamma_{2k+1}$. The squares and the anticommutation combine into $\{\gamma_i,\gamma_l\}=2\delta_{il}$, which is the auxiliary statement `cl` in the proof. An even index never equals an odd one, so

$$
\{p,r\}=\{q,s\}=2\delta_{jk},\qquad \{p,s\}=\{q,r\}=0 .
$$

Since the strings are Hermitian, $a_k^\dagger=\tfrac12(r-is)$. Expanding the products gives

$$
\{a_j,a_k\}=\tfrac14\big(\{p,r\}+i\{p,s\}+i\{q,r\}-\{q,s\}\big)=0,
$$

$$
\{a_j,a_k^\dagger\}=\tfrac14\big(\{p,r\}-i\{p,s\}+i\{q,r\}+\{q,s\}\big)=\delta_{jk}.
$$

The Lean proof uses the same four letters. It replaces the factor $2\delta_{jk}$ by one symbol, so that equal and different modes are treated together. The `linear_combination` lines then add the four anticommutators with the coefficients shown above; the extra term with `hI` supplies $i^2=-1$.

For the parity, set $k=j$:

$$
a_j^\dagger a_j=\tfrac14(p-iq)(p+iq)=\tfrac14(p^2+q^2+ipq-iqp)=\tfrac12(1+ipq).
$$

Hence $P_j=-i\gamma_{2j}\gamma_{2j+1}$, the statement `h` in `total_parity`. Multiplying the four parities gives

$$
P_0P_1P_2P_3=(-i)^4\gamma_0\gamma_1\cdots\gamma_7=\gamma_0\gamma_1\cdots\gamma_7 .
$$

The ordered product says that this operator times $\gamma_8$ is 1. Since $\gamma_8^2=1$, it equals $\gamma_8=ZIIZ$. Lean reaches the same string by multiplying the eight factors out with the table.

## Why there is no tenth string

Suppose $M$ anticommutes with every $\gamma_i$. Moving $M$ from the left of the ordered product to the right costs one sign per string:

$$
M\,\gamma_0\cdots\gamma_8=(-1)^9\,\gamma_0\cdots\gamma_8\,M .
$$

The product is the identity, so $M=-M$ and $M=0$. In `tree_maximal`, the helper `h'` moves $M$ past one string when other strings already stand in front of it, and `key` collects the nine signs. Anticommuting with the first eight strings alone would not force $M=0$, since $ZIIZ$ anticommutes with all eight and is not zero.

## A hopping term on the qubits

In a calculation, the encoding is applied term by term to the Hamiltonian. Take hopping between modes 0 and 1 with amplitude $t$,

$$
H=-t\,(a_0^\dagger a_1+a_1^\dagger a_0).
$$

The qubit expressions from here on are worked out from the definitions and have no theorem of their own. Inserting the Majorana operators and using anticommutation gives

$$
a_0^\dagger a_1+a_1^\dagger a_0=\tfrac{i}{2}(\gamma_0\gamma_3-\gamma_1\gamma_2).
$$

The table gives $\gamma_0\gamma_3=i\,ZXXI$ and $\gamma_1\gamma_2=i\,IXII$, so

$$
H=\tfrac{t}{2}\,(ZXXI-IXII).
$$

These two commuting Pauli strings are what a simulation circuit exponentiates or a measurement routine estimates.

## One particle with $t=2$

The mode parities are

$$
P_0=IZII,\quad P_1=ZZXI,\quad P_2=IIXI,\quad P_3=IIIZ .
$$

Let $|0\rangle$ and $|1\rangle$ be the states with $Z=+1$ and $Z=-1$, and let $|+\rangle=(|0\rangle+|1\rangle)/\sqrt2$, for which $X=+1$. The empty state has all four parities equal to $+1$. This fixes it, up to a phase, as $|0\,0\,{+}\,0\rangle$, which is not a single computational basis state.

Creating one particle gives

$$
a_0^\dagger|0\,0\,{+}\,0\rangle=|1\,1\,{+}\,0\rangle,\qquad
a_1^\dagger|0\,0\,{+}\,0\rangle=|1\,0\,{+}\,0\rangle .
$$

Their normalised symmetric combination is $|1\,{+}\,{+}\,0\rangle$. On it $ZXXI$ has the value $-1$ and $IXII$ the value $+1$. For $t=2$ the energy is

$$
\tfrac22(-1-1)=-2=-t,
$$

as expected for the bonding state of two sites. The string $ZIIZ$ gives $-1$ on this state, the odd parity of a single fermion.
